# With empty virtual orbitals, semi-external CASPT2 overlaps need only three excitation operators

Taken as it stands, the overlap of two CASPT2 functions that each put one electron into a virtual orbital is an expectation value of four excitation operators, and evaluating it in that form means carrying virtual indices through a four-operator quantity. The file below removes the virtual indices and one of the operators, given the commutation relations of the operators, the rule that the adjoint of an excitation is the reverse excitation, and a reference state whose virtual orbitals are empty.

```lean
import Mathlib

open scoped InnerProductSpace

namespace CASPT2Overlap

variable {ι R M H : Type*} [DecidableEq ι] [CommRing R] [AddCommGroup M] [Module R M]
  [NormedAddCommGroup H] [InnerProductSpace ℂ H]

/-- The operators `E p q` obey the commutation relations of orbital excitation operators,
`[E_pq, E_rs] = δ_qr E_ps - δ_ps E_rq`. -/
def IsGenerators (E : ι → ι → Module.End R M) : Prop :=
  ∀ p q r s, E p q * E r s - E r s * E p q =
    (if q = r then E p s else 0) - (if p = s then E r q else 0)

/-- The orbitals in `V` are empty in the state `φ`: every excitation out of them gives zero. -/
def VirtualsEmpty (E : ι → ι → Module.End R M) (V : Set ι) (φ : M) : Prop :=
  ∀ p, ∀ a ∈ V, E p a φ = 0

/-- The adjoint of the excitation `E p q` is the reverse excitation `E q p`. -/
def AdjointReverses (E : ι → ι → Module.End ℂ H) : Prop :=
  ∀ p q u v, ⟪E p q u, v⟫_ℂ = ⟪u, E q p v⟫_ℂ

/-- If the `E p q` obey the commutation relations, two of them acting on a state are exchanged at
the cost of single excitations. -/
theorem IsGenerators.swap {E : ι → ι → Module.End R M} (hE : IsGenerators E)
    (p q r s : ι) (φ : M) :
    E p q (E r s φ) = E r s (E p q φ) + (if q = r then E p s φ else 0)
      - (if p = s then E r q φ else 0) := by
  have h := LinearMap.congr_fun (hE p q r s) φ
  split_ifs at h ⊢ <;>
    simp only [LinearMap.sub_apply, Module.End.mul_apply, LinearMap.zero_apply] at h <;>
    linear_combination (norm := module) h

/-- If the `E p q` obey the commutation relations, the virtual orbitals are empty in `φ` and `a` is
virtual, then `E_ta E_bx φ = δ_ab E_tx φ`. -/
theorem contract {E : ι → ι → Module.End R M} (hE : IsGenerators E) {V : Set ι} {φ : M}
    (hφ : VirtualsEmpty E V φ) {a : ι} (ha : a ∈ V) (t b x : ι) :
    E t a (E b x φ) = if a = b then E t x φ else 0 := by
  rw [hE.swap t a b x φ, hφ t a ha, hφ b a ha]
  simp

/-- If the `E p q` obey the commutation relations, an excitation into a non-virtual orbital `y`
leaves empty virtual orbitals empty. -/
theorem virtualsEmpty_excite {E : ι → ι → Module.End R M} (hE : IsGenerators E) {V : Set ι}
    {φ : M} (hφ : VirtualsEmpty E V φ) {y : ι} (hy : y ∉ V) (z : ι) :
    VirtualsEmpty E V (E y z φ) := by
  intro p a ha
  have hay : a ≠ y := fun h => hy (h ▸ ha)
  rw [contract hE hφ ha, if_neg hay]

/-- Let the `E p q` obey the commutation relations. If the virtual orbitals are empty in `ψ`, `a` is
virtual and `y` is not, then `E_ta E_bx E_yz ψ = δ_ab E_tx E_yz ψ`. -/
theorem semiExternal_reduction {E : ι → ι → Module.End R M} (hE : IsGenerators E) {V : Set ι}
    {ψ : M} (hψ : VirtualsEmpty E V ψ) {a y : ι} (ha : a ∈ V) (hy : y ∉ V) (t b x z : ι) :
    E t a (E b x (E y z ψ)) = if a = b then E t x (E y z ψ) else 0 :=
  contract hE (virtualsEmpty_excite hE hψ hy z) ha t b x

/-- Let the `E p q` obey the commutation relations, with `E q p` the adjoint of `E p q`. If the
virtual orbitals are empty in `ψ`, `a` is virtual and `y` is not, the overlap of `E_at E_uv ψ` with
`E_bx E_yz ψ` is `δ_ab ⟨ψ, E_vu E_tx E_yz ψ⟩`. -/
theorem semiExternal_overlap {E : ι → ι → Module.End ℂ H} (hE : IsGenerators E)
    (hadj : AdjointReverses E) {V : Set ι} {ψ : H} (hψ : VirtualsEmpty E V ψ)
    {a y : ι} (ha : a ∈ V) (hy : y ∉ V) (t u v b x z : ι) :
    ⟪E a t (E u v ψ), E b x (E y z ψ)⟫_ℂ =
      if a = b then ⟪ψ, E v u (E t x (E y z ψ))⟫_ℂ else 0 := by
  rw [hadj a t, hadj u v, semiExternal_reduction hE hψ ha hy]
  split_ifs <;> simp

/-- Let the `E p q` obey the commutation relations. If the virtual orbitals are empty in `ψ`, `a`
and `b` are virtual and `t` is not, then `E_ub E_ta E_cx E_dy ψ` is a direct term with `δ_ac δ_bd`
plus an exchange term with `δ_ad δ_bc`, each with at most two excitation operators. -/
theorem doubleExternal_reduction {E : ι → ι → Module.End R M} (hE : IsGenerators E)
    {V : Set ι} {ψ : M} (hψ : VirtualsEmpty E V ψ) {a b t : ι} (ha : a ∈ V) (hb : b ∈ V)
    (ht : t ∉ V) (u c x d y : ι) :
    E u b (E t a (E c x (E d y ψ))) =
      (if a = c ∧ b = d then E t x (E u y ψ) - (if u = x then E t y ψ else 0) else 0) +
      (if a = d ∧ b = c then E u x (E t y ψ) - (if t = x then E u y ψ else 0) else 0) := by
  have hbt : b ≠ t := fun h => ht (h ▸ hb)
  -- `E u b` applied to the three states left after moving `E t a` to the right
  have h1 := contract hE (virtualsEmpty_excite hE hψ ht y) hb u c x
  have h2 : E u b (E t x (E d y ψ)) = (if b = d then E t x (E u y ψ) else 0)
      - (if u = x then (if b = d then E t y ψ else 0) else 0) := by
    rw [hE.swap u b t x, contract hE hψ hb u d y, contract hE hψ hb t d y, if_neg hbt]
    split_ifs <;> simp
  have h3 := contract hE hψ hb u c y
  rw [hE.swap t a c x, contract hE hψ ha t d y, contract hE hψ ha c d y]
  simp only [map_add, map_sub, apply_ite (E c x), apply_ite (E u b), map_zero, h1, h2, h3,
    ite_and]
  split_ifs <;> abel

/-- Let the `E p q` obey the commutation relations, with `E q p` the adjoint of `E p q`. If the
virtual orbitals are empty in `ψ`, `a` and `b` are virtual and `t` is not, the overlap of
`E_at E_bu ψ` with `E_cx E_dy ψ` is a direct plus an exchange term, built from inner products of `ψ`
with at most two excitation operators acting on `ψ`. -/
theorem doubleExternal_overlap {E : ι → ι → Module.End ℂ H} (hE : IsGenerators E)
    (hadj : AdjointReverses E) {V : Set ι} {ψ : H} (hψ : VirtualsEmpty E V ψ)
    {a b t : ι} (ha : a ∈ V) (hb : b ∈ V) (ht : t ∉ V) (u c x d y : ι) :
    ⟪E a t (E b u ψ), E c x (E d y ψ)⟫_ℂ =
      (if a = c ∧ b = d then
        ⟪ψ, E t x (E u y ψ)⟫_ℂ - (if u = x then ⟪ψ, E t y ψ⟫_ℂ else 0) else 0) +
      (if a = d ∧ b = c then
        ⟪ψ, E u x (E t y ψ)⟫_ℂ - (if t = x then ⟪ψ, E u y ψ⟫_ℂ else 0) else 0) := by
  rw [hadj a t, hadj b u, doubleExternal_reduction hE hψ ha hb ht, inner_add_right]
  congr 1 <;> split_ifs <;> simp [inner_sub_right]

/-- The state of one electron in orbital `o`. -/
noncomputable def orbital (o : ι) : EuclideanSpace ℂ ι :=
  WithLp.toLp 2 (fun i => if i = o then 1 else 0)

/-- The excitation operator for one electron: it moves the amplitude of orbital `q` to
orbital `p` and deletes all others. -/
noncomputable def oneElectron (p q : ι) : Module.End ℂ (EuclideanSpace ℂ ι) where
  toFun v := WithLp.toLp 2 (fun i => if i = p then v q else 0)
  map_add' v w := by
    ext i
    by_cases h : i = p <;> simp [h]
  map_smul' c v := by
    ext i
    by_cases h : i = p <;> simp [h]

/-- For finitely many orbitals, the one-electron operators obey the commutation relations and the
adjoint condition. If `o` is not virtual, the virtual orbitals are empty in the state `orbital o`,
and `E_ao E_oo` applied to this state has overlap one with itself. -/
theorem oneElectron_witness [Fintype ι] (V : Set ι) (o a : ι) (ho : o ∉ V) :
    IsGenerators (oneElectron (ι := ι)) ∧ AdjointReverses (oneElectron (ι := ι)) ∧
    VirtualsEmpty oneElectron V (orbital o) ∧
    ⟪oneElectron a o (oneElectron o o (orbital o)),
      oneElectron a o (oneElectron o o (orbital o))⟫_ℂ = 1 := by
  refine ⟨?_, ?_, ?_, ?_⟩
  · intro p q r s
    refine LinearMap.ext fun v => ?_
    ext i
    have h3 : (s = p) = (p = s) := propext eq_comm
    by_cases h1 : q = r <;> by_cases h2 : p = s <;> simp [oneElectron, h1, h2, h3]
  · intro p q u v
    simp [oneElectron, PiLp.inner_apply, apply_ite (starRingEnd ℂ)]
  · intro p b hb
    have hbo : b ≠ o := fun h => ho (h ▸ hb)
    ext i
    simp [oneElectron, orbital, hbo]
  · have h : oneElectron a o (oneElectron o o (orbital o)) = orbital a := by
      ext i
      simp [oneElectron, orbital]
    rw [h, PiLp.inner_apply, Finset.sum_eq_single a] <;> simp +contextual [orbital]

end CASPT2Overlap
```

```lean
#print axioms CASPT2Overlap.semiExternal_overlap
-- 'CASPT2Overlap.semiExternal_overlap' depends on axioms: [propext, Classical.choice, Quot.sound]
#print axioms CASPT2Overlap.doubleExternal_overlap
-- 'CASPT2Overlap.doubleExternal_overlap' depends on axioms: [propext, Classical.choice, Quot.sound]
```

## The overlap with its virtual indices removed

Let $E_{pq}$ be the operator that moves an electron from orbital $q$ to orbital $p$, and let $\psi$ be the reference state. For a virtual orbital $a$ and a non-virtual orbital $y$, `semiExternal_reduction` states

$$E_{ta}E_{bx}E_{yz}\psi=\delta_{ab}\,E_{tx}E_{yz}\psi .$$

In Lean the Kronecker delta is written `if a = b then ... else 0`. The orbitals $t,b,x,z$ are arbitrary. In the CASPT2 functions with one virtual and three active indices, $b$ is virtual and the other three are active. The semi-external class also contains functions that excite out of inactive orbitals. Those written as $E_{ti}E_{au}$, with $i$ inactive, $a$ virtual and $t,u$ active, have the excitation into the virtual orbital on the right, and must be reordered before the theorem applies: $E_{ti}E_{au}=E_{au}E_{ti}-\delta_{tu}E_{ai}$. The virtual index of the extra single excitation is contracted in the same way, so three operators still suffice.

The theorem `semiExternal_overlap` turns this into an inner product:

$$\langle E_{at}E_{uv}\psi,\;E_{bx}E_{yz}\psi\rangle=\delta_{ab}\,\langle\psi,\;E_{vu}E_{tx}E_{yz}\psi\rangle .$$

When $t,u,v,x,y,z$ are active, the inner product on the right contains three active operators, and the virtual indices survive only in the factor $\delta_{ab}$.

The class with two electrons in virtual orbitals is treated in `doubleExternal_overlap`. For $a,b$ virtual and $t$ non-virtual,

$$\begin{aligned}\langle E_{at}E_{bu}\psi,\,E_{cx}E_{dy}\psi\rangle={}&\delta_{ac}\delta_{bd}\,\langle\psi,(E_{tx}E_{uy}-\delta_{ux}E_{ty})\psi\rangle\\&+\delta_{ad}\delta_{bc}\,\langle\psi,(E_{ux}E_{ty}-\delta_{tx}E_{uy})\psi\rangle .\end{aligned}$$

The first line is the direct term and the second the exchange term. Each contains at most two excitation operators.

## Orbitals, operators and the reference state

The type `ι` labels the orbitals, and the set `V` picks out the virtual ones. Inactive and active orbitals are not distinguished: both lie outside `V`. The operators are linear maps on a module `M`, or on a complex inner product space `H` where overlaps are needed. Neither the number of orbitals nor the dimension of the space has to be finite for the reductions and overlaps.

Three conditions carry the physics.

- `IsGenerators` is the relation $[E_{pq},E_{rs}]=\delta_{qr}E_{ps}-\delta_{ps}E_{rq}$. The spin-summed operators $E_{pq}=\sum_\sigma a^\dagger_{p\sigma}a_{q\sigma}$ of electronic structure theory satisfy it when the orbitals are orthonormal. The file assumes the relation and does not derive it from fermionic creation and annihilation operators.
- `VirtualsEmpty` says that $E_{pa}\varphi=0$ for every $p$ and every virtual $a$: there is no electron in $a$ to move. A complete-active-space reference has this property by construction.
- `AdjointReverses` says that $\langle E_{pq}u,v\rangle=\langle u,E_{qp}v\rangle$, so the reverse excitation is the adjoint. The inner product is conjugate-linear in its first argument, as in bra-ket notation.

The state $\psi$ need not be normalised. If it is nonzero but not normalised, the inner products on the right-hand sides become expectation values after division by $\langle\psi,\psi\rangle$.

In CASPT2 these overlaps are elements of the metric, the overlap matrix of the internally contracted basis, and for a complete-active-space reference, whose inactive orbitals are doubly occupied and whose virtual orbitals are empty, the semi-external block can be built from active density matrices of at most three-body rank. The file removes the virtual indices; it does not carry out the further reduction of inactive indices. The theorems concern overlaps only. They do not treat matrix elements of the zeroth-order Hamiltonian or the removal of linear dependencies from the basis.

## Moving the virtual index onto the reference

Apply the commutator to a state $\varphi$:

$$E_{pq}E_{rs}\varphi=E_{rs}E_{pq}\varphi+\delta_{qr}E_{ps}\varphi-\delta_{ps}E_{rq}\varphi .$$

This is `IsGenerators.swap`. Its proof evaluates the operator identity at $\varphi$, splits into cases according to the deltas, and rearranges the resulting linear equation.

Now let the virtual orbitals be empty in $\varphi$, and let $a$ be virtual. Then

$$E_{ta}E_{bx}\varphi=E_{bx}\underbrace{E_{ta}\varphi}_{0}+\delta_{ab}E_{tx}\varphi-\delta_{tx}\underbrace{E_{ba}\varphi}_{0}=\delta_{ab}E_{tx}\varphi .$$

The lemma `contract` follows this line: it rewrites with `swap` and then uses the emptiness of $a$ twice.

To use it with $\varphi=E_{yz}\psi$, one has to know that this state still has empty virtuals. For any $p$ and any virtual $a$, the same contraction gives $E_{pa}E_{yz}\psi=\delta_{ay}E_{pz}\psi$, which vanishes because $y$ is not virtual and so $a\neq y$. This is `virtualsEmpty_excite`. Combining the two lemmas gives `semiExternal_reduction`.

For the overlap, move both operators of the left-hand function across the inner product:

$$\langle E_{at}E_{uv}\psi,\,E_{bx}E_{yz}\psi\rangle=\langle\psi,\,E_{vu}E_{ta}E_{bx}E_{yz}\psi\rangle .$$

The reduction then replaces the last three operators by $\delta_{ab}E_{tx}E_{yz}$. The Lean proof makes these same two adjoint moves with `hadj` and then rewrites with the reduction.

## Two electrons in virtual orbitals

Here $E_{dy}\psi$ may itself have an electron in a virtual orbital, so `contract` cannot be applied to it as the inner state. Exchanging $E_{ta}$ with $E_{cx}$ and contracting on $\psi$ gives three terms:

$$E_{ta}E_{cx}E_{dy}\psi=\delta_{ad}E_{cx}E_{ty}\psi+\delta_{ac}E_{tx}E_{dy}\psi-\delta_{tx}\delta_{ad}E_{cy}\psi .$$

Next apply $E_{ub}$ to each of the three states. Since $t$ is not virtual, $E_{ty}\psi$ has empty virtuals, and

$$E_{ub}E_{cx}E_{ty}\psi=\delta_{bc}E_{ux}E_{ty}\psi .$$

The second state needs one more exchange:

$$E_{ub}E_{tx}E_{dy}\psi=E_{tx}E_{ub}E_{dy}\psi+\delta_{bt}E_{ux}E_{dy}\psi-\delta_{ux}E_{tb}E_{dy}\psi .$$

Here $\delta_{bt}=0$, because $b$ is virtual and $t$ is not. Contracting the other two terms leaves $\delta_{bd}(E_{tx}E_{uy}-\delta_{ux}E_{ty})\psi$. The third state gives

$$E_{ub}E_{cy}\psi=\delta_{bc}E_{uy}\psi .$$

Restoring the prefactors and collecting terms yields

$$\begin{aligned}E_{ub}E_{ta}E_{cx}E_{dy}\psi={}&\delta_{ac}\delta_{bd}(E_{tx}E_{uy}-\delta_{ux}E_{ty})\psi\\&+\delta_{ad}\delta_{bc}(E_{ux}E_{ty}-\delta_{tx}E_{uy})\psi .\end{aligned}$$

In `doubleExternal_reduction` the results for the three states are `h1`, `h2` and `h3`, and the closing case split collects the terms. The overlap theorem again moves two operators across the inner product, then uses linearity in the second argument.

## One electron as the smallest case

For a single electron, `oneElectron p q` is the matrix unit $|p\rangle\langle q|$, and `orbital o` is the normalised state $|o\rangle$. The theorem `oneElectron_witness` checks, for finitely many orbitals and $o$ non-virtual, that these operators and this state satisfy all three conditions. The checks are made component by component.

It also shows that $E_{ao}E_{oo}|o\rangle=|a\rangle$ has overlap one with itself. When $a$ is virtual, this is a semi-external function, so the conditions do allow a nonzero overlap. Two orbitals, one occupied and one virtual, are enough. The three-operator formula gives the same value, $\langle o|E_{oo}E_{oo}E_{oo}|o\rangle=1$.

The two-electron formula behaves as it should in this limit. With $t=u=x=y=o$, each bracket becomes $\langle o|(E_{oo}E_{oo}-E_{oo})|o\rangle=1-1=0$: one electron cannot supply two excitations into virtual orbitals.
